# Reversing the order of integration of $(x^2-y^2)/(x^2+y^2)^2$ over a rectangle with a corner at the origin changes the result by $\pi/2$

I want to represent a singular double integral over two momenta as two nested one-dimensional integrals, so that the order of integration is part of the definition. My model integrand is

$$f(x,y)=\frac{x^2-y^2}{(x^2+y^2)^2},\qquad 0<x<1,\quad 0<y<1 .$$

Integrating over $y$ first seems to give $\pi/4$, and integrating over $x$ first $-\pi/4$. Reordering singular momentum integrals in the one-dimensional theory of RKKY coupling (Ruderman–Kittel–Kasuya–Yosida, the indirect exchange between localized moments mediated by conduction electrons) can likewise produce a spurious constant. For this model integrand, can the effect be made rigorous and machine-checked, including where the constant comes from?

## Both orders by hand

Yes, and on any rectangle $(0,a)\times(0,b)$ with $a,b>0$. At fixed $x\neq0$,

$$\frac{\partial}{\partial y}\,\frac{y}{x^2+y^2}=\frac{(x^2+y^2)-2y^2}{(x^2+y^2)^2}=f(x,y),$$

so the inner integral over $y$ is a Lorentzian in $x$, and the outer one is an arctangent:

$$\int_0^b f\,dy=\frac{b}{x^2+b^2},\qquad \int_0^a\frac{b}{x^2+b^2}\,dx=\arctan\frac ab .$$

For the other order, use $f(x,y)=-f(y,x)$. This exchanges the roles of $a$ and $b$ and adds a sign:

$$\int_0^b\!dy\int_0^a\!dx\,f(x,y)=-\arctan\frac ba .$$

Since $\arctan t+\arctan(1/t)=\pi/2$ for $t>0$, the first result minus the second is always $\pi/2$. For $a=b$ the values are $\pm\pi/4$ however small the square is, so the discrepancy survives when the region shrinks to the singular corner.

If $f$ were absolutely integrable on the rectangle, Fubini's theorem would make the two orders equal. It is therefore not absolutely integrable.

## The Lorentzian that carries the missing $\pi/2$

Now restrict $x$ to $\varepsilon<x<a$, with $0<\varepsilon\le a$. For $y>0$,

$$\int_\varepsilon^a f\,dx=\frac{\varepsilon}{y^2+\varepsilon^2}-\frac{a}{y^2+a^2}.$$

Integrating over $y$ from $0$ to $b$ gives

$$\arctan\frac b\varepsilon-\arctan\frac ba=\arctan\frac ab-\arctan\frac\varepsilon b,$$

which is also the result of integrating over $y$ first. At $\varepsilon=a$ both sides vanish, as they should for an empty range.

As $\varepsilon\to0$, the first Lorentzian tends to zero at every fixed $y>0$, but its weight $\arctan(b/\varepsilon)$ tends to $\pi/2$. Setting $\varepsilon=0$ before the $y$ integration discards that weight. The regulated integral tends to $\arctan(a/b)$, whereas the unregulated $x$-first integral is $-\arctan(b/a)$.

This does not make $\arctan(a/b)$ the physically correct value: by antisymmetry, a cutoff on $y$ instead would select $-\arctan(b/a)$, a variant that the file below does not state.

```lean
import Mathlib

open MeasureTheory Set Filter Topology

namespace RKKYIntegrationOrder

noncomputable section

/-- The model kernel `(x² - y²) / (x² + y²)²` of two momenta, singular at the origin. -/
def singularKernel (x y : ℝ) : ℝ := (x ^ 2 - y ^ 2) / (x ^ 2 + y ^ 2) ^ 2

/-- The kernel changes sign when the two momenta are exchanged. -/
theorem singularKernel_swap (x y : ℝ) : singularKernel x y = -singularKernel y x := by
  unfold singularKernel
  rw [← neg_div, add_comm (y ^ 2) (x ^ 2), neg_sub]

/-- At fixed nonzero first momentum, the integral of the kernel over the second momentum
is a difference of two boundary terms. -/
theorem integral_second {x : ℝ} (hx : x ≠ 0) (c d : ℝ) :
    ∫ y in c..d, singularKernel x y = d / (x ^ 2 + d ^ 2) - c / (x ^ 2 + c ^ 2) := by
  -- the primitive in y is y / (x² + y²)
  have hd : ∀ y : ℝ, HasDerivAt (fun y : ℝ => y / (x ^ 2 + y ^ 2)) (singularKernel x y) y := by
    intro y
    have h0 : x ^ 2 + y ^ 2 ≠ 0 := by positivity
    have h1 : HasDerivAt (fun y : ℝ => x ^ 2 + y ^ 2) (2 * y) y := by
      simpa using (hasDerivAt_pow 2 y).const_add (x ^ 2)
    refine ((hasDerivAt_id' y).fun_div h1 h0).congr_deriv ?_
    unfold singularKernel
    congr 1
    ring
  have hc : Continuous (fun y : ℝ => singularKernel x y) := by
    unfold singularKernel
    exact Continuous.div (by fun_prop) (by fun_prop) (fun y => by positivity)
  exact intervalIntegral.integral_eq_sub_of_hasDerivAt (fun y _ => hd y)
    (hc.intervalIntegrable c d)

private theorem lorentzian_continuous {b : ℝ} (hb : 0 < b) :
    Continuous (fun x : ℝ => b / (x ^ 2 + b ^ 2)) :=
  Continuous.div (by fun_prop) (by fun_prop) (fun x => by positivity)

/-- The integral from `c` to `d` of a Lorentzian of half-width `b > 0` is a difference of
arctangents. -/
theorem integral_lorentzian {b : ℝ} (hb : 0 < b) (c d : ℝ) :
    ∫ x in c..d, b / (x ^ 2 + b ^ 2) = Real.arctan (d / b) - Real.arctan (c / b) := by
  have hd : ∀ x : ℝ, HasDerivAt (fun x : ℝ => Real.arctan (x / b)) (b / (x ^ 2 + b ^ 2)) x := by
    intro x
    refine ((hasDerivAt_id' x).div_const b).arctan.congr_deriv ?_
    rw [div_mul_div_comm, div_eq_div_iff (by positivity) (by positivity)]
    have hxb : x / b * b = x := div_mul_cancel₀ x hb.ne'
    linear_combination (-(x / b * b + x)) * hxb
  exact intervalIntegral.integral_eq_sub_of_hasDerivAt (fun x _ => hd x)
    ((lorentzian_continuous hb).intervalIntegrable c d)

private theorem second_first {s a b : ℝ} (hs : 0 ≤ s) (hsa : s ≤ a) (hb : 0 < b) :
    ∫ x in s..a, ∫ y in (0 : ℝ)..b, singularKernel x y
      = Real.arctan (a / b) - Real.arctan (s / b) := by
  rw [← integral_lorentzian hb s a]
  refine intervalIntegral.integral_congr_ae (Eventually.of_forall fun x hx => ?_)
  rw [uIoc_of_le hsa] at hx
  have hx0 : x ≠ 0 := (lt_of_le_of_lt hs hx.1).ne'
  rw [integral_second hx0]
  simp

private theorem integral_first {y : ℝ} (hy : y ≠ 0) (s a : ℝ) :
    ∫ x in s..a, singularKernel x y = s / (y ^ 2 + s ^ 2) - a / (y ^ 2 + a ^ 2) := by
  have h : ∫ x in s..a, singularKernel x y = ∫ x in s..a, -singularKernel y x :=
    intervalIntegral.integral_congr (fun x _ => singularKernel_swap x y)
  rw [h, intervalIntegral.integral_neg, integral_second hy]
  ring

private theorem arctan_flip {a b : ℝ} (ha : 0 < a) (hb : 0 < b) :
    Real.arctan (b / a) = Real.pi / 2 - Real.arctan (a / b) := by
  rw [← inv_div a b, Real.arctan_inv_of_pos (div_pos ha hb)]

/-- On the rectangle `(0,a) × (0,b)`, integrating over `y` first gives `arctan (a/b)`,
while integrating over `x` first gives `-arctan (b/a)`. -/
theorem iterated_integrals {a b : ℝ} (ha : 0 < a) (hb : 0 < b) :
    (∫ x in (0 : ℝ)..a, ∫ y in (0 : ℝ)..b, singularKernel x y) = Real.arctan (a / b) ∧
    (∫ y in (0 : ℝ)..b, ∫ x in (0 : ℝ)..a, singularKernel x y) = -Real.arctan (b / a) := by
  constructor
  · rw [second_first le_rfl ha.le hb]
    simp
  · -- exchange the arguments of the kernel and reuse the first order
    have h : (∫ y in (0 : ℝ)..b, ∫ x in (0 : ℝ)..a, singularKernel x y)
        = ∫ y in (0 : ℝ)..b, -(∫ x in (0 : ℝ)..a, singularKernel y x) := by
      refine intervalIntegral.integral_congr (fun y _ => ?_)

      rw [← intervalIntegral.integral_neg]
      exact intervalIntegral.integral_congr (fun x _ => singularKernel_swap x y)
    rw [h, intervalIntegral.integral_neg, second_first le_rfl hb.le ha]
    simp

/-- On the unit square the two orders of integration give `π/4` and `-π/4`. -/
theorem unit_square :
    (∫ x in (0 : ℝ)..1, ∫ y in (0 : ℝ)..1, singularKernel x y) = Real.pi / 4 ∧
    (∫ y in (0 : ℝ)..1, ∫ x in (0 : ℝ)..1, singularKernel x y) = -(Real.pi / 4) := by
  have h := iterated_integrals one_pos one_pos
  rw [div_one, Real.arctan_one] at h
  exact h

/-- On every rectangle `(0,a) × (0,b)` with `a, b > 0`, the result of integrating over `y` first
exceeds that of integrating over `x` first by `π/2`. -/
theorem order_difference {a b : ℝ} (ha : 0 < a) (hb : 0 < b) :
    (∫ x in (0 : ℝ)..a, ∫ y in (0 : ℝ)..b, singularKernel x y)
      - (∫ y in (0 : ℝ)..b, ∫ x in (0 : ℝ)..a, singularKernel x y) = Real.pi / 2 := by
  rw [(iterated_integrals ha hb).1, (iterated_integrals ha hb).2, arctan_flip ha hb]
  ring

/-- The kernel is not absolutely integrable on any rectangle `(0,a] × (0,b]` with `a, b > 0`. -/
theorem not_integrable {a b : ℝ} (ha : 0 < a) (hb : 0 < b) :
    ¬ IntegrableOn (Function.uncurry singularKernel) (Ioc 0 a ×ˢ Ioc 0 b)
      ((volume : Measure ℝ).prod volume) := by
  intro h
  have h' : Integrable (Function.uncurry singularKernel)
      (((volume : Measure ℝ).restrict (Ioc 0 a)).prod (volume.restrict (Ioc 0 b))) := by
    rw [Measure.prod_restrict]
    exact h
  -- Fubini's theorem would make the two orders equal
  have e := integral_integral_swap h'
  have d := order_difference ha hb
  simp only [intervalIntegral.integral_of_le ha.le, intervalIntegral.integral_of_le hb.le] at d
  have hpi := Real.pi_pos
  linarith

/-- With a cutoff `x > ε > 0` both orders of integration give the same value. -/
theorem cutoff_orders_agree {ε a b : ℝ} (hε : 0 < ε) (hεa : ε ≤ a) (hb : 0 < b) :
    (∫ x in ε..a, ∫ y in (0 : ℝ)..b, singularKernel x y)
      = Real.arctan (a / b) - Real.arctan (ε / b) ∧
    (∫ y in (0 : ℝ)..b, ∫ x in ε..a, singularKernel x y)
      = Real.arctan (a / b) - Real.arctan (ε / b) := by
  have ha : 0 < a := lt_of_lt_of_le hε hεa
  refine ⟨second_first hε.le hεa hb, ?_⟩
  -- the cutoff adds the Lorentzian ε / (y² + ε²) to the inner integral
  have h : (∫ y in (0 : ℝ)..b, ∫ x in ε..a, singularKernel x y)
      = ∫ y in (0 : ℝ)..b, (ε / (y ^ 2 + ε ^ 2) - a / (y ^ 2 + a ^ 2)) := by
    refine intervalIntegral.integral_congr_ae (Eventually.of_forall fun y hy => ?_)
    rw [uIoc_of_le hb.le] at hy
    exact integral_first hy.1.ne' ε a
  rw [h, intervalIntegral.integral_sub ((lorentzian_continuous hε).intervalIntegrable 0 b)
    ((lorentzian_continuous ha).intervalIntegrable 0 b),
    integral_lorentzian hε, integral_lorentzian ha, arctan_flip hε hb, arctan_flip ha hb,
    zero_div, zero_div]
  ring

/-- When the cutoff is removed after integrating over `x` first and then `y`, the result
tends to `arctan (a/b)`. -/
theorem cutoff_limit {a b : ℝ} (ha : 0 < a) (hb : 0 < b) :
    Tendsto (fun ε : ℝ => ∫ y in (0 : ℝ)..b, ∫ x in ε..a, singularKernel x y)
      (𝓝[>] 0) (𝓝 (Real.arctan (a / b))) := by
  have hc : Continuous (fun ε : ℝ => Real.arctan (a / b) - Real.arctan (ε / b)) :=
    continuous_const.sub (Real.continuous_arctan.comp (continuous_id.div_const b))
  have ht : Tendsto (fun ε : ℝ => Real.arctan (a / b) - Real.arctan (ε / b))
      (𝓝[>] 0) (𝓝 (Real.arctan (a / b))) := by
    have h0 := (hc.tendsto 0).mono_left (nhdsWithin_le_nhds (s := Ioi (0 : ℝ)))
    simpa using h0
  refine ht.congr' ?_
  filter_upwards [Ioc_mem_nhdsGT ha] with ε hε
  exact (cutoff_orders_agree hε.1 hε.2 hb).2.symm

end

end RKKYIntegrationOrder
```

```lean
#print axioms RKKYIntegrationOrder.unit_square
-- 'RKKYIntegrationOrder.unit_square' depends on axioms: [propext, Classical.choice, Quot.sound]
#print axioms RKKYIntegrationOrder.order_difference
-- 'RKKYIntegrationOrder.order_difference' depends on axioms: [propext, Classical.choice, Quot.sound]
#print axioms RKKYIntegrationOrder.not_integrable
-- 'RKKYIntegrationOrder.not_integrable' depends on axioms: [propext, Classical.choice, Quot.sound]
#print axioms RKKYIntegrationOrder.cutoff_limit
-- 'RKKYIntegrationOrder.cutoff_limit' depends on axioms: [propext, Classical.choice, Quot.sound]
```

## What the theorems say about the two momenta

`singularKernel x y` is $f(x,y)$, with real, dimensionless momenta. In `∫ x in (0 : ℝ)..a, ∫ y in (0 : ℝ)..b, singularKernel x y` the inner integral is over $y$, so this is the $y$-first order.

- `iterated_integrals` gives both values for all positive $a$ and $b$; `unit_square` is the case $a=b=1$.
- `order_difference` states the shift of $\pi/2$, as $y$-first minus $x$-first.
- `not_integrable` says that $f$ is not integrable on the rectangle with respect to area, written as the product of two length measures.
- `cutoff_orders_agree` gives the common value for $0<\varepsilon\le a$. The cutoff acts on $x$ only and stands for excluding a strip of small first momentum.
- `cutoff_limit` takes $\varepsilon\to0$ from above, written `𝓝[>] 0`, after both integrations.

The kernel is a two-variable model, not the RKKY integrand: it has no Fermi occupation, no distance-dependent phase and no principal-value energy denominators. Its bearing on exchange coupling mediated by non-interacting electrons in one dimension is a warning: a constant can appear when singular momentum integrals are reordered without a regulator.

## How the proof follows the calculation

`integral_second` checks the primitive $y/(x^2+y^2)$ and applies the fundamental theorem of calculus; continuity at fixed $x\ne0$ supplies integrability. `integral_lorentzian` does the same with $\arctan(x/b)$. `second_first` combines them for a lower limit $s\ge0$, which serves both the full rectangle ($s=0$) and the cutoff ($s=\varepsilon$).

The step at the singular edge turns on `intervalIntegral.integral_congr_ae`. It replaces one integrand by another if they agree almost everywhere on the half-open interval $(s,a]$. Membership in that interval gives $x>s\ge0$, hence $x\ne0$, which is what `integral_second` needs. The simpler `integral_congr` would demand agreement on the closed interval, and at $x=0$ this fails: the inner integral diverges there, Lean assigns it the value $0$, and the Lorentzian equals $1/b$.

For the $x$-first order, `iterated_integrals` applies `singularKernel_swap` under both integrals and then uses `second_first` with $a$ and $b$ exchanged. `arctan_flip` supplies the reciprocal identity for `order_difference`.

`not_integrable` argues by contradiction. Assumed integrability allows `integral_integral_swap`, Mathlib's form of Fubini's theorem, to equate the two orders; `order_difference` then forces $\pi/2=0$, against $\pi>0$.

With the cutoff, `integral_first` produces the two Lorentzians in $y$. `cutoff_orders_agree` integrates them separately and converts the arctangents with `arctan_flip`. Finally, `cutoff_limit` uses the continuity of $\arctan(a/b)-\arctan(\varepsilon/b)$ in $\varepsilon$, together with the fact that this formula holds for all sufficiently small positive $\varepsilon$.
